# With an orbital gap, the closed-shell MP2 correlation energy is nonpositive and monotone under a level shift

Fix two occupied orbitals $i \neq j$ and two virtual orbitals $a \neq b$. Let $x = (ia|jb)$ be the direct integral and $y = (ib|ja)$ its exchange partner. The closed-shell MP2 sum contains the term $x(2x-y)/D$ and, with $a$ and $b$ relabelled, the term $y(2y-x)/\tilde D$, where $D$ and $\tilde D$ are negative energy denominators. For $x=1$, $y=3$ the numerators are $-1$ and $15$, so the first term is positive and the nonpositivity of the sum cannot be read off from the signs of the individual terms. If $D = \tilde D$, as for the orbital-energy denominators of MP2, the two terms combine:
$$\frac{x(2x-y)+y(2y-x)}{D} = \frac{x^2+y^2+(x-y)^2}{D} \le 0 ,$$
which here equals $14/D$. The general result is this pairing, carried out for every quadruple of indices.

## Physical setting

In Møller–Plesset theory the Hamiltonian is partitioned so that the zeroth-order part is the sum of Fock operators. For a closed-shell Hartree–Fock reference with real canonical orbitals, the second-order energy after spin summation is
$$E(g,D) = \sum_{i,j}\sum_{a,b} \frac{g_{iajb}\,(2g_{iajb}-g_{ibja})}{D_{ijab}},$$
where $i,j$ run over occupied and $a,b$ over virtual spatial orbitals, $g_{iajb} = (ia|jb)$, and $D_{ijab} = \varepsilon_i+\varepsilon_j-\varepsilon_a-\varepsilon_b$ with orbital energies $\varepsilon$. The opposite-spin part is
$$E_{\rm OS}(g,D) = \sum_{i,j}\sum_{a,b} \frac{g_{iajb}^2}{D_{ijab}},$$
and $E - E_{\rm OS}$ is the same-spin part. Moving a constant $\sigma \ge 0$ into the zeroth-order energy of every double excitation changes the partitioning and replaces $D_{ijab}$ by $D^\sigma_{ijab} = \varepsilon_i+\varepsilon_j-\varepsilon_a-\varepsilon_b-\sigma$. The results below fix the sign of such a second-order correlation energy and the direction in which a shift moves it, for a finite real orbital basis and a partitioning that alters only the denominators of this formula and keeps them negative and symmetric in $a,b$.

## Statement

Let $g$ be any real array, and call $D$ symmetric if $D_{ijab} = D_{ijba}$ for all indices.

1. If $D<0$ everywhere and $D$ is symmetric, then $3E_{\rm OS} \le E \le E_{\rm OS}$ and $E \le 0$.
2. Under the same hypotheses, $E = 0$ exactly when every $g_{iajb}$ vanishes.
3. If $D' \le D < 0$ everywhere and both arrays are symmetric, then $E(g,D) \le E(g,D')$.
4. If $\varepsilon_i < \varepsilon_a$ for every occupied $i$ and virtual $a$, and $0 \le \sigma \le \sigma'$, then $E(g,D^\sigma) \le E(g,D^{\sigma'}) \le 0$.

## Derivation

For any array $f_{ijab}$, renaming the two virtual summation indices gives $\sum f_{ijab} = \sum f_{ijba}$, so $2\sum f_{ijab} = \sum (f_{ijab}+f_{ijba})$. Two sums are therefore ordered as soon as their symmetrised summands are.

Write $x = g_{iajb}$, $y = g_{ibja}$, and let $D$ be the common value $D_{ijab} = D_{ijba}$. The symmetrised summands of $E$ and $E_{\rm OS}$ are $(2x^2+2y^2-2xy)/D$ and $(x^2+y^2)/D$. Their differences are
$$\frac{(2x^2+2y^2-2xy)-(x^2+y^2)}{D} = \frac{(x-y)^2}{D} \le 0,$$
$$\frac{3(x^2+y^2)-(2x^2+2y^2-2xy)}{D} = \frac{(x+y)^2}{D} \le 0 .$$
The first line gives $E \le E_{\rm OS}$ and the second $3E_{\rm OS} \le E$. Every term of $E_{\rm OS}$ is a square over a negative number, so $E \le E_{\rm OS} \le 0$. This is claim 1.

A sum of nonpositive terms lies below each of its terms, so $E \le E_{\rm OS} \le g_{iajb}^2/D_{ijab}$ for every index choice. One nonzero integral makes the right side negative, and so $E<0$. If all integrals vanish, every term of $E$ vanishes. This is claim 2.

For claim 3 put $s = (x+y)/2$ and $t = (x-y)/2$, so that $x = s+t$, $y = s-t$ and
$$2x^2+2y^2-2xy = 4s^2+4t^2-2(s^2-t^2) = 2(s^2+3t^2).$$
Under $a \leftrightarrow b$, $s$ is unchanged and $t$ changes sign, so $s^2+3t^2$ is unchanged. For any weight $w_{ijab}$ symmetric in $a,b$ it follows that
$$\sum g_{iajb}(2g_{iajb}-g_{ibja})\,w_{ijab} = \sum (s^2+3t^2)\,w_{ijab},$$
and the numerators on the right are nonnegative. Take $w = 1/D$ and $w = 1/D'$. For $D' \le D < 0$,
$$\frac1{D'}-\frac1D = \frac{D-D'}{D'D} \ge 0 ,$$
and the two sums compare term by term.

For claim 4, $D^\sigma_{ijab} = (\varepsilon_i-\varepsilon_a)+(\varepsilon_j-\varepsilon_b)-\sigma < 0$, the expression is symmetric in $a,b$, and $D^{\sigma'} \le D^\sigma$. Claims 3 and 1 apply.

The symmetry of $D$ is needed. Take occupied labels $0,1$ and virtual labels $0,1$. Let $g_{iajb}$ vanish unless $i \ne j$ and $a \ne b$, and let it then equal $1$ if the labels of $i$ and $a$ agree and $3$ otherwise. Each ordered pair $(i,j) = (0,1), (1,0)$ reproduces the opening numerators $-1$ and $15$. With occupied energies $0,0$, virtual energies $1,2$ and no shift, both denominators are $-3$ and $E = 2\cdot 14/(-3) = -28/3$. With $D = -1$ where the labels of $i$ and $a$ agree and $D=-30$ otherwise, all denominators are still negative, but each pair gives $(-1)/(-1) + 15/(-30) = 1/2$, and $E = +1$.

In a program, the sum is commonly organised as a loop over occupied pairs. For each $(i,j)$ one forms the matrices $K_{ab} = (ia|jb)$ and $T_{ab} = K_{ab}/D_{ijab}$ and accumulates the pair energy $\sum_{ab} T_{ab}(2K_{ab}-K_{ba})$. The relabelling $a \leftrightarrow b$ is the transposition of $K$, and $s$ and $t$ are the entries of its symmetric and antisymmetric parts. The argument acts at fixed $(i,j)$, so it applies to each pair energy, whereas a single summand $T_{ab}(2K_{ab}-K_{ba})$ may have either sign. The bounds of claim 1, rewritten as $2E_{\rm OS} \le E-E_{\rm OS} \le 0$, give a necessary, but not sufficient, check on the unscaled opposite-spin and same-spin energies.

## What the formal version assumes

The orbital labels are two finite types `O` and `V`, of any size; if either is empty, all sums are zero and the statements hold trivially. The integral $g_{iajb}$ is `g i a j b` and the denominator $D_{ijab}$ is `D i j a b`, with a different argument order in the two arrays. `mp2Energy` is $E$, `oppositeSpinEnergy` is $E_{\rm OS}$, `pairEnergy` is the full fourfold sum with a general weight $w$, `symPart` and `antiPart` are $s$ and $t$, and `orbitalDenominator eo ev σ` is $D^\sigma$ with occupied energies `eo` and virtual energies `ev`. The sums are unrestricted, so they include $i=j$ and $a=b$; for $a=b$ one has $x=y$ and $t=0$.

The sign convention is occupied minus virtual, so physical denominators are negative and a positive shift moves them away from zero. The hypothesis `hD` is strict negativity and `hs` is symmetry in $a,b$. In the level-shift theorem neither is a hypothesis: negativity is derived from the assumed gap `hgap` together with the nonnegativity of the shift, and symmetry follows from the form of `orbitalDenominator` alone.

The energy formula is a definition. No Hamiltonian, reference determinant or spin summation appears in the file, and single excitations are absent. The array `g` is arbitrary and real: neither $(ia|jb) = (jb|ia)$ nor any property of the Coulomb kernel is used, and complex orbitals are not covered. A partitioning is represented only by one denominator per quadruple $(i,j,a,b)$, which leaves out schemes whose denominators depend on the spin coupling of the excitation. Nothing is said about the exact correlation energy, so $E \le 0$ is not a variational bound, and monotonicity in $\sigma$ does not select a best shift. The model integrals obey $(ia|jb) = (jb|ia)$ but are chosen numbers, not integrals over orbitals.

In Lean 4 with Mathlib:

```lean
import Mathlib

open Finset

namespace ClosedShellMP2

noncomputable section

variable {O V : Type*} [Fintype O] [Fintype V]

/-- Closed-shell second-order energy for integrals `g i a j b = (ia|jb)` and energy
denominators `D i j a b`, with `i, j` occupied and `a, b` virtual. -/
def mp2Energy (g : O → V → O → V → ℝ) (D : O → O → V → V → ℝ) : ℝ :=
  ∑ i, ∑ j, ∑ a, ∑ b, g i a j b * (2 * g i a j b - g i b j a) / D i j a b

/-- Opposite-spin part of the second-order energy, the sum of `(ia|jb)² / D`. -/
def oppositeSpinEnergy (g : O → V → O → V → ℝ) (D : O → O → V → V → ℝ) : ℝ :=
  ∑ i, ∑ j, ∑ a, ∑ b, g i a j b ^ 2 / D i j a b

/-- The closed-shell numerators summed with a general weight `w` in place of `1 / D`. -/
def pairEnergy (g : O → V → O → V → ℝ) (w : O → O → V → V → ℝ) : ℝ :=
  ∑ i, ∑ j, ∑ a, ∑ b, g i a j b * (2 * g i a j b - g i b j a) * w i j a b

/-- Part of the integral symmetric under exchange of the virtual orbitals. -/
def symPart (g : O → V → O → V → ℝ) (i : O) (a : V) (j : O) (b : V) : ℝ :=
  (g i a j b + g i b j a) / 2

/-- Part of the integral antisymmetric under exchange of the virtual orbitals. -/
def antiPart (g : O → V → O → V → ℝ) (i : O) (a : V) (j : O) (b : V) : ℝ :=
  (g i a j b - g i b j a) / 2

/-- Orbital-energy denominator `εi + εj - εa - εb - σ` with a level shift `σ`. -/
def orbitalDenominator (eo : O → ℝ) (ev : V → ℝ) (σ : ℝ) (i j : O) (a b : V) : ℝ :=
  eo i + eo j - ev a - ev b - σ

/-- Relabelling the two virtual indices leaves a sum over double excitations unchanged. -/
theorem sum_swap_virtual (f : O → O → V → V → ℝ) :
    ∑ i, ∑ j, ∑ a, ∑ b, f i j a b = ∑ i, ∑ j, ∑ a, ∑ b, f i j b a :=
  Finset.sum_congr rfl fun _ _ => Finset.sum_congr rfl fun _ _ => Finset.sum_comm

/-- If the summands symmetrised in the virtual indices are ordered, so are the sums over
double excitations. -/
theorem sum_le_of_symmetrized (f h : O → O → V → V → ℝ)
    (hfh : ∀ i j a b, f i j a b + f i j b a ≤ h i j a b + h i j b a) :
    ∑ i, ∑ j, ∑ a, ∑ b, f i j a b ≤ ∑ i, ∑ j, ∑ a, ∑ b, h i j a b := by
  have hf := sum_swap_virtual f
  have hh := sum_swap_virtual h
  have hsum : (∑ i, ∑ j, ∑ a, ∑ b, f i j a b) + (∑ i, ∑ j, ∑ a, ∑ b, f i j b a)
      ≤ (∑ i, ∑ j, ∑ a, ∑ b, h i j a b) + (∑ i, ∑ j, ∑ a, ∑ b, h i j b a) := by
    simp only [← Finset.sum_add_distrib]
    exact Finset.sum_le_sum fun i _ => Finset.sum_le_sum fun j _ =>
      Finset.sum_le_sum fun a _ => Finset.sum_le_sum fun b _ => hfh i j a b
  linarith

/-- For a weight symmetric in the virtual indices, the closed-shell numerator can be
replaced by `s² + 3 t²`, with `s` and `t` the symmetric and antisymmetric integral parts. -/
theorem pairEnergy_eq_sym_anti (g : O → V → O → V → ℝ) (w : O → O → V → V → ℝ)
    (hw : ∀ i j a b, w i j a b = w i j b a) :
    pairEnergy g w = ∑ i, ∑ j, ∑ a, ∑ b,
      (symPart g i a j b ^ 2 + 3 * antiPart g i a j b ^ 2) * w i j a b := by
  unfold pairEnergy
  -- the symmetrised summands agree, which gives both inequalities
  apply le_antisymm
  · refine sum_le_of_symmetrized _ _ fun i j a b => le_of_eq ?_
    simp only [symPart, antiPart]
    rw [hw i j b a]
    ring
  · refine sum_le_of_symmetrized _ _ fun i j a b => le_of_eq ?_
    simp only [symPart, antiPart]
    rw [hw i j b a]
    ring

/-- For negative symmetric denominators the second-order energy lies between three times
and once its opposite-spin part. -/
theorem mp2Energy_bounds (g : O → V → O → V → ℝ) (D : O → O → V → V → ℝ)
    (hD : ∀ i j a b, D i j a b < 0) (hs : ∀ i j a b, D i j a b = D i j b a) :
    3 * oppositeSpinEnergy g D ≤ mp2Energy g D ∧ mp2Energy g D ≤ oppositeSpinEnergy g D := by
  constructor
  · simp only [oppositeSpinEnergy, mp2Energy, Finset.mul_sum]
    refine sum_le_of_symmetrized _ _ fun i j a b => ?_
    -- the symmetrised difference is (direct + exchange)² / D
    have h : (g i a j b + g i b j a) ^ 2 / D i j a b ≤ 0 :=
      div_nonpos_of_nonneg_of_nonpos (sq_nonneg _) (hD i j a b).le
    simp only [div_eq_mul_inv] at h ⊢
    rw [hs i j b a]
    nlinarith [h]
  · simp only [oppositeSpinEnergy, mp2Energy]
    refine sum_le_of_symmetrized _ _ fun i j a b => ?_
    -- the symmetrised difference is (direct - exchange)² / D
    have h : (g i a j b - g i b j a) ^ 2 / D i j a b ≤ 0 :=
      div_nonpos_of_nonneg_of_nonpos (sq_nonneg _) (hD i j a b).le
    simp only [div_eq_mul_inv] at h ⊢
    rw [hs i j b a]
    nlinarith [h]

/-- The closed-shell second-order energy is nonpositive when the denominators are negative
and symmetric in the virtual indices. -/
theorem mp2Energy_nonpos (g : O → V → O → V → ℝ) (D : O → O → V → V → ℝ)
    (hD : ∀ i j a b, D i j a b < 0) (hs : ∀ i j a b, D i j a b = D i j b a) :
    mp2Energy g D ≤ 0 := by
  have hos : oppositeSpinEnergy g D ≤ 0 := by
    unfold oppositeSpinEnergy
    exact Finset.sum_nonpos fun i _ => Finset.sum_nonpos fun j _ =>
      Finset.sum_nonpos fun a _ => Finset.sum_nonpos fun b _ =>
        div_nonpos_of_nonneg_of_nonpos (sq_nonneg _) (hD i j a b).le
  exact le_trans (mp2Energy_bounds g D hD hs).2 hos

/-- For negative denominators the opposite-spin energy lies below each of its terms. -/
theorem oppositeSpinEnergy_le_term (g : O → V → O → V → ℝ) (D : O → O → V → V → ℝ)
    (hD : ∀ i j a b, D i j a b < 0) (i j : O) (a b : V) :
    oppositeSpinEnergy g D ≤ g i a j b ^ 2 / D i j a b := by
  obtain ⟨t, ht⟩ : ∃ t : O → O → V → V → ℝ,
      ∀ i j a b, t i j a b = -(g i a j b ^ 2 / D i j a b) :=
    ⟨fun i j a b => -(g i a j b ^ 2 / D i j a b), fun _ _ _ _ => rfl⟩
  have h0 : ∀ i j a b, 0 ≤ t i j a b := fun i j a b => by
    rw [ht]
    exact neg_nonneg.mpr (div_nonpos_of_nonneg_of_nonpos (sq_nonneg _) (hD i j a b).le)
  -- a nonnegative term is bounded by the sum, one index at a time
  have h1 : t i j a b ≤ ∑ b, t i j a b :=
    Finset.single_le_sum (f := fun b => t i j a b) (fun b _ => h0 i j a b) (Finset.mem_univ b)
  have h2 : ∑ b, t i j a b ≤ ∑ a, ∑ b, t i j a b :=
    Finset.single_le_sum (f := fun a => ∑ b, t i j a b)
      (fun a _ => Finset.sum_nonneg fun b _ => h0 i j a b) (Finset.mem_univ a)
  have h3 : ∑ a, ∑ b, t i j a b ≤ ∑ j, ∑ a, ∑ b, t i j a b :=
    Finset.single_le_sum (f := fun j => ∑ a, ∑ b, t i j a b)
      (fun j _ => Finset.sum_nonneg fun a _ => Finset.sum_nonneg fun b _ => h0 i j a b)
      (Finset.mem_univ j)
  have h4 : ∑ j, ∑ a, ∑ b, t i j a b ≤ ∑ i, ∑ j, ∑ a, ∑ b, t i j a b :=
    Finset.single_le_sum (f := fun i => ∑ j, ∑ a, ∑ b, t i j a b)
      (fun i _ => Finset.sum_nonneg fun j _ => Finset.sum_nonneg fun a _ =>
        Finset.sum_nonneg fun b _ => h0 i j a b) (Finset.mem_univ i)
  have hsum : ∑ i, ∑ j, ∑ a, ∑ b, t i j a b = -oppositeSpinEnergy g D := by
    simp only [ht, oppositeSpinEnergy, Finset.sum_neg_distrib]
  have hterm := ht i j a b
  linarith

/-- For negative symmetric denominators the second-order energy vanishes exactly when all
integrals vanish. -/
theorem mp2Energy_eq_zero_iff (g : O → V → O → V → ℝ) (D : O → O → V → V → ℝ)
    (hD : ∀ i j a b, D i j a b < 0) (hs : ∀ i j a b, D i j a b = D i j b a) :
    mp2Energy g D = 0 ↔ ∀ i a j b, g i a j b = 0 := by
  constructor
  · intro hE i a j b
    by_contra hne
    -- one nonzero integral makes an upper bound of the energy strictly negative
    have hpos : 0 < g i a j b ^ 2 := lt_of_le_of_ne (sq_nonneg _) (pow_ne_zero 2 hne).symm
    have hneg : g i a j b ^ 2 / D i j a b < 0 := div_neg_of_pos_of_neg hpos (hD i j a b)
    have h1 := (mp2Energy_bounds g D hD hs).2
    have h2 := oppositeSpinEnergy_le_term g D hD i j a b
    linarith
  · intro h
    simp [mp2Energy, h]

/-- Lowering negative symmetric denominators to symmetric ones `D' ≤ D` does not lower the
second-order energy. -/
theorem mp2Energy_mono (g : O → V → O → V → ℝ) (D D' : O → O → V → V → ℝ)
    (hD : ∀ i j a b, D i j a b < 0) (hle : ∀ i j a b, D' i j a b ≤ D i j a b)
    (hs : ∀ i j a b, D i j a b = D i j b a) (hs' : ∀ i j a b, D' i j a b = D' i j b a) :
    mp2Energy g D ≤ mp2Energy g D' := by
  have e : ∀ E : O → O → V → V → ℝ,
      mp2Energy g E = pairEnergy g (fun i j a b => (E i j a b)⁻¹) := fun E => by
    simp only [mp2Energy, pairEnergy, div_eq_mul_inv]
  have h1 := pairEnergy_eq_sym_anti g (fun i j a b => (D i j a b)⁻¹)
    (fun i j a b => by simp only [hs i j a b])
  have h2 := pairEnergy_eq_sym_anti g (fun i j a b => (D' i j a b)⁻¹)
    (fun i j a b => by simp only [hs' i j a b])
  -- inversion reverses the order on negative numbers
  have hinv : ∀ i j a b, (D i j a b)⁻¹ ≤ (D' i j a b)⁻¹ := fun i j a b => by
    have hD' : D' i j a b < 0 := lt_of_le_of_lt (hle i j a b) (hD i j a b)
    have h := div_nonneg (sub_nonneg.mpr (hle i j a b))
      (mul_pos_of_neg_of_neg hD' (hD i j a b)).le
    rw [← inv_sub_inv hD'.ne (hD i j a b).ne] at h
    linarith
  rw [e D, e D', h1, h2]
  refine Finset.sum_le_sum fun i _ => Finset.sum_le_sum fun j _ =>
    Finset.sum_le_sum fun a _ => Finset.sum_le_sum fun b _ => ?_
  have hnum : 0 ≤ symPart g i a j b ^ 2 + 3 * antiPart g i a j b ^ 2 := by positivity
  exact mul_le_mul_of_nonneg_left (hinv i j a b) hnum

/-- With all occupied orbital energies below all virtual ones and level shifts
`0 ≤ σ ≤ σ'`, the energy at shift `σ'` lies between the energy at shift `σ` and zero. -/
theorem levelShift_mp2Energy (g : O → V → O → V → ℝ) (eo : O → ℝ) (ev : V → ℝ)
    (hgap : ∀ i a, eo i < ev a) (σ σ' : ℝ) (hσ : 0 ≤ σ) (hσσ : σ ≤ σ') :
    mp2Energy g (orbitalDenominator eo ev σ) ≤ mp2Energy g (orbitalDenominator eo ev σ') ∧
      mp2Energy g (orbitalDenominator eo ev σ') ≤ 0 := by
  have hneg : ∀ τ, 0 ≤ τ → ∀ i j a b, orbitalDenominator eo ev τ i j a b < 0 := by
    intro τ hτ i j a b
    unfold orbitalDenominator
    linarith [hgap i a, hgap j b]
  have hsym : ∀ τ i j a b,
      orbitalDenominator eo ev τ i j a b = orbitalDenominator eo ev τ i j b a := by
    intro τ i j a b
    unfold orbitalDenominator
    ring
  refine ⟨mp2Energy_mono g _ _ (hneg σ hσ) ?_ (hsym σ) (hsym σ'),
    mp2Energy_nonpos g _ (hneg σ' (le_trans hσ hσσ)) (hsym σ')⟩
  intro i j a b
  unfold orbitalDenominator
  linarith

/-- Model integrals for two occupied and two virtual orbitals: for `i ≠ j` and `a ≠ b` the
value is 1 if the labels of `i` and `a` agree and 3 otherwise, and all others are zero. -/
def modelIntegrals (i a j b : Fin 2) : ℝ :=
  if i ≠ j ∧ a ≠ b then (if i = a then 1 else 3) else 0

/-- Model denominators: `-1` if the labels of `i` and `a` agree and `-30` otherwise. -/
def skewDenominator (i _j a _b : Fin 2) : ℝ :=
  if i = a then -1 else -30

/-- With occupied energies 0, 0 and virtual energies 1, 2 the denominators are negative and
symmetric, and the model integrals give the energy `-28/3`. -/
theorem mp2Energy_witness :
    (∀ i j a b, orbitalDenominator (fun _ : Fin 2 => 0) ![1, 2] 0 i j a b < 0) ∧
    (∀ i j a b, orbitalDenominator (fun _ : Fin 2 => 0) ![1, 2] 0 i j a b
      = orbitalDenominator (fun _ : Fin 2 => 0) ![1, 2] 0 i j b a) ∧
    mp2Energy modelIntegrals (orbitalDenominator (fun _ : Fin 2 => 0) ![1, 2] 0)
      = -28 / 3 := by
  refine ⟨?_, ?_, ?_⟩
  · intro i j a b
    fin_cases a <;> fin_cases b <;> simp [orbitalDenominator] <;> norm_num
  · intro i j a b
    unfold orbitalDenominator
    ring
  · simp [mp2Energy, modelIntegrals, orbitalDenominator, Fin.sum_univ_two]
    norm_num

/-- The model integrals obey `(ia|jb) = (jb|ia)` and the skew denominators are all negative,
yet the second-order energy equals `+1`. -/
theorem mp2Energy_pos_of_skew :
    (∀ i a j b, modelIntegrals i a j b = modelIntegrals j b i a) ∧
    (∀ i j a b, skewDenominator i j a b < 0) ∧
    mp2Energy modelIntegrals skewDenominator = 1 := by
  refine ⟨?_, ?_, ?_⟩
  · intro i a j b
    fin_cases i <;> fin_cases a <;> fin_cases j <;> fin_cases b <;> simp [modelIntegrals]
  · intro i j a b
    unfold skewDenominator
    split_ifs <;> norm_num
  · simp [mp2Energy, modelIntegrals, skewDenominator, Fin.sum_univ_two]
    norm_num

end

end ClosedShellMP2
```

```lean
#print axioms ClosedShellMP2.mp2Energy_eq_zero_iff
-- 'ClosedShellMP2.mp2Energy_eq_zero_iff' depends on axioms: [propext, Classical.choice, Quot.sound]
#print axioms ClosedShellMP2.levelShift_mp2Energy
-- 'ClosedShellMP2.levelShift_mp2Energy' depends on axioms: [propext, Classical.choice, Quot.sound]
#print axioms ClosedShellMP2.mp2Energy_pos_of_skew
-- 'ClosedShellMP2.mp2Energy_pos_of_skew' depends on axioms: [propext, Classical.choice, Quot.sound]
```

## Notes on the proof

`sum_swap_virtual` is the relabelling step: it enters the sums over $i$ and $j$ and applies `Finset.sum_comm` to the inner two. `sum_le_of_symmetrized` adds each sum to its relabelled copy, compares the combined summands with four nested uses of `Finset.sum_le_sum`, and lets `linarith` remove the factor two.

`mp2Energy_bounds` applies this lemma twice. In each half the auxiliary statement `h` is $(x \pm y)^2/D \le 0$, the rewrite `rw [hs i j b a]` puts both terms over the common denominator, and `nlinarith [h]` matches the symmetrised difference with that square. This rewrite is the step that fails for `skewDenominator`. `mp2Energy_nonpos` shows $E_{\rm OS} \le 0$ term by term and chains it with the upper bound; together the two theorems are claim 1.

`oppositeSpinEnergy_le_term` needs only `hD`. It works with the negated terms `t i j a b` $= -g_{iajb}^2/D_{ijab} \ge 0$, a local name unrelated to the antisymmetric part $t$, and bounds one term by the whole sum one index at a time in `h1` to `h4`. `mp2Energy_eq_zero_iff` uses it as in the derivation: a nonzero integral gives $0 = E \le E_{\rm OS} \le g_{iajb}^2/D_{ijab} < 0$, a contradiction.

`pairEnergy_eq_sym_anti` obtains the $s^2+3t^2$ identity as two inequalities, each from `sum_le_of_symmetrized`, with the symmetrised summands equal by `ring` once `hw` has been used. It places no sign condition on $w$. `mp2Energy_mono` writes both energies as `pairEnergy` with inverse denominators, proves $1/D \le 1/D'$ in `hinv` from $(D-D')/(D'D) \ge 0$, and multiplies by the nonnegative numerator `hnum`. `levelShift_mp2Energy` supplies negativity from `hgap i a` and `hgap j b`, symmetry by `ring`, and then calls `mp2Energy_mono` and `mp2Energy_nonpos`.

The last two theorems expand the sixteen terms of the two-by-two model. `mp2Energy_witness` states that the orbital denominators for virtual energies `![1, 2]` are negative and symmetric and that the energy is $-28/3$. `mp2Energy_pos_of_skew` states the symmetry $(ia|jb) = (jb|ia)$ of `modelIntegrals`, the negativity of `skewDenominator`, and the value $+1$.
